# Stochastic rotation collisions conserve momentum and kinetic energy, but not always angular momentum

In a particle-based fluid simulation that uses stochastic rotation dynamics, the collision routine sorts the particles into cells, computes the centre-of-mass velocity of each cell and turns all velocities relative to it by one rotation drawn for that cell. A program can test this routine by comparing total momentum and total kinetic energy before and after the call: for positive masses they must agree up to rounding, whichever rotations were drawn. Total angular momentum does not pass the same test in general.

## Rotating velocities within a cell

Let particle $i$ have mass $m_i>0$ and velocity $v_i$, and let $c(i)$ be the label of its cell. For a nonempty cell $k$, define the mass and the centre-of-mass velocity

$$M_k=\sum_{c(i)=k} m_i,\qquad u_k=\frac{1}{M_k}\sum_{c(i)=k} m_i v_i .$$

Let $R_k$ be an orthogonal map. The collision replaces $v_i$ by

$$v_i'=u_k+R_k(v_i-u_k),\qquad k=c(i).$$

Write $w_i=v_i-u_k$ for the peculiar velocity, the velocity relative to the centre of mass. The definition of $u_k$ gives

$$\sum_{c(i)=k} m_i w_i=\sum_{c(i)=k} m_i v_i-M_k u_k=0 .$$

Since $R_k$ is linear, the rotated peculiar momenta also cancel:

$$\sum_{c(i)=k} m_i R_k w_i=R_k\sum_{c(i)=k} m_i w_i=0 .$$

The momentum of the cell after the collision is therefore

$$\sum_{c(i)=k} m_i v_i'=M_k u_k+\sum_{c(i)=k} m_i R_k w_i=M_k u_k=\sum_{c(i)=k} m_i v_i .$$

For the kinetic energy, expand the square and use $\|R_k w_i\|=\|w_i\|$:

$$\sum_{c(i)=k}\frac{m_i}{2}\|v_i'\|^2
=\frac{M_k}{2}\|u_k\|^2+\Big\langle u_k,\sum_{c(i)=k} m_i R_k w_i\Big\rangle+\sum_{c(i)=k}\frac{m_i}{2}\|w_i\|^2 .$$

The middle term is zero. The same expansion of $v_i=u_k+w_i$ has the middle term $\langle u_k,\sum m_i w_i\rangle$, which is zero as well, and the other two terms are identical. The energy of the cell is unchanged. An empty cell contributes nothing, and summing over all cells gives the two conservation laws for the whole system.

Because momentum and mass are unchanged in each cell, so is $u_k$. A second collision in the same cells with the inverse maps therefore gives

$$u_k+R_k^{-1}(v_i'-u_k)=u_k+w_i=v_i ,$$

and the original velocities return.

## A pair that loses its angular momentum

Represent the plane by complex numbers, with $\mathrm i$ the imaginary unit. Two unit masses sit at $1$ and $-1$ with velocities $\mathrm i$ and $-\mathrm i$, so at this instant both move anticlockwise about the origin. With $L=\sum_i m_i(x_i v_{i,y}-y_i v_{i,x})$, where $(x_i,y_i)$ is the position of particle $i$, the initial value is $L=1\cdot1+(-1)(-1)=2$.

Put both particles in one cell. Their centre-of-mass velocity is zero, so a rotation by $\theta$ multiplies each velocity by $e^{\mathrm i\theta}$. The new velocities are $\pm(-\sin\theta+\mathrm i\cos\theta)$, while the positions stay where they are. Hence

$$L'=1\cdot\cos\theta+(-1)(-\cos\theta)=2\cos\theta .$$

After a quarter turn, $\theta=\pi/2$, both particles move along the line that joins them, and $L'=0$.

## Masses, velocities and cells in Lean

The type `ι` labels the particles and is finite; `κ` labels the cells. Velocities lie in `E`, an arbitrary real inner product space, so no dimension is fixed.

```lean
import Mathlib

open Finset

namespace StochasticRotationCollision

noncomputable section

variable {ι κ E : Type*} [Fintype ι] [DecidableEq κ]
  [NormedAddCommGroup E] [InnerProductSpace ℝ E]
```

Momentum is defined for any finite set `s` of particles, so that one definition serves both a cell and the whole system.

```lean
/-- The total momentum of the particles in the set `s`. -/
def momentum (m : ι → ℝ) (s : Finset ι) (v : ι → E) : E := ∑ i ∈ s, m i • v i
```

The kinetic energy follows the same pattern, with the usual factor of one half.

```lean
/-- The total kinetic energy of the particles in the set `s`. -/
def kineticEnergy (m : ι → ℝ) (s : Finset ι) (v : ι → E) : ℝ :=
  ∑ i ∈ s, m i / 2 * ‖v i‖ ^ 2
```

The centre-of-mass velocity is the momentum divided by the total mass.

```lean
/-- The centre-of-mass velocity of the particles in the set `s`. -/
def comVelocity (m : ι → ℝ) (s : Finset ι) (v : ι → E) : E :=
  (∑ i ∈ s, m i)⁻¹ • momentum m s v
```

A cell is the set of particles that carry a given label. The assignment `c` is arbitrary: it may come from a spatial grid, shifted or not, but no geometry is required.

```lean
/-- The particles that the assignment `c` places in the collision cell `k`. -/
def cell (c : ι → κ) (k : κ) : Finset ι := Finset.univ.filter (fun i => c i = k)
```

The type `E ≃ₗᵢ[ℝ] E` consists of the invertible linear maps that preserve the norm. These are the orthogonal maps, and they include reflections as well as proper rotations.

```lean
/-- The velocity `w` with its part relative to `u` turned by `R`. -/
def rotateAbout (u : E) (R : E ≃ₗᵢ[ℝ] E) (w : E) : E := u + R (w - u)
```

The full step looks up the cell `c i` of each particle and uses that cell's velocity and map. `R` is a given family of maps with no probability distribution attached, so the conservation laws hold for every possible draw.

```lean
/-- The stochastic rotation step: in each cell `k` the velocities relative to the
centre-of-mass velocity of that cell are turned by `R k`. -/
def collisionStep (m : ι → ℝ) (c : ι → κ) (R : κ → E ≃ₗᵢ[ℝ] E) (v : ι → E) : ι → E :=
  fun i => rotateAbout (comVelocity m (cell c (c i)) v) (R (c i)) (v i)
```

## Conservation for one set of particles

The first lemma is $\sum m_i w_i=0$. The hypothesis `hm` states that every mass is positive, as it is for material particles; here it ensures that a nonempty set has nonzero total mass, so that the division in $u_k$ can be undone. The empty set is treated separately.

```lean
omit [Fintype ι] in
/-- For positive masses, the momenta of a set of particles relative to its centre-of-mass velocity
add up to zero. -/
theorem peculiar_momentum_eq_zero {m : ι → ℝ} (hm : ∀ i, 0 < m i) (s : Finset ι)
    (v : ι → E) : ∑ i ∈ s, m i • (v i - comVelocity m s v) = 0 := by
  rcases s.eq_empty_or_nonempty with rfl | hs
  · simp
  have hM : (∑ i ∈ s, m i) ≠ 0 := (Finset.sum_pos (fun i _ => hm i) hs).ne'
  simp only [smul_sub, Finset.sum_sub_distrib, ← Finset.sum_smul]
  rw [comVelocity, momentum, smul_inv_smul₀ hM, sub_self]
```

The next theorem contains the physical argument. After the first lemma has been recorded as `h`, the `generalize` step replaces the centre-of-mass velocity by a plain vector `u`: from here on, the proof needs only that the peculiar momenta relative to `u` cancel. Applying `R` to that identity gives `hR`, the cancellation after rotation.

Both halves then compare the new and old quantities particle by particle. For momentum, the difference is $m_iRw_i-m_iw_i$. For energy, `norm_add_sq_real` expands the squares and `R.norm_map` equates the peculiar norms, which leaves $\langle u,m_iRw_i\rangle-\langle u,m_iw_i\rangle$. Summed over the set, each difference vanishes by `hR` and `h`.

```lean
omit [Fintype ι] in
/-- For positive masses, turning all velocities of a set of particles about their centre-of-mass
velocity by one orthogonal map conserves the momentum and the kinetic energy of the set. -/
theorem rotation_conserves {m : ι → ℝ} (hm : ∀ i, 0 < m i) (s : Finset ι)
    (R : E ≃ₗᵢ[ℝ] E) (v : ι → E) :
    momentum m s (fun i => rotateAbout (comVelocity m s v) R (v i)) = momentum m s v ∧
    kineticEnergy m s (fun i => rotateAbout (comVelocity m s v) R (v i)) =
      kineticEnergy m s v := by
  have h := peculiar_momentum_eq_zero hm s v
  generalize comVelocity m s v = u at h ⊢
  -- the rotated peculiar momenta also add up to zero
  have hR : ∑ i ∈ s, m i • R (v i - u) = 0 := by
    have h' := congrArg R h
    rw [map_sum, map_zero] at h'
    rw [← h']
    exact Finset.sum_congr rfl fun i _ => (R.map_smul (m i) (v i - u)).symm
  constructor
  · have key : ∀ i, m i • (u + R (v i - u)) - m i • v i
        = m i • R (v i - u) - m i • (v i - u) := by
      intro i
      module
    unfold momentum rotateAbout
    rw [← sub_eq_zero, ← Finset.sum_sub_distrib, Finset.sum_congr rfl (fun i _ => key i),
      Finset.sum_sub_distrib, hR, h, sub_self]
  · -- the norms of the peculiar velocities agree, so only cross terms with `u` remain
    have key : ∀ i, m i / 2 * ‖u + R (v i - u)‖ ^ 2 - m i / 2 * ‖v i‖ ^ 2
        = inner ℝ u (m i • R (v i - u)) - inner ℝ u (m i • (v i - u)) := by
      intro i
      have h1 := norm_add_sq_real u (R (v i - u))
      have h2 := norm_add_sq_real u (v i - u)
      rw [add_sub_cancel] at h2
      rw [R.norm_map] at h1
      rw [h1, h2, real_inner_smul_right, real_inner_smul_right]
      ring
    unfold kineticEnergy rotateAbout
    rw [← sub_eq_zero, ← Finset.sum_sub_distrib, Finset.sum_congr rfl (fun i _ => key i),
      Finset.sum_sub_distrib, ← inner_sum, ← inner_sum, hR, h, sub_self]
```

## From one cell to the whole system

Within cell `k`, every particle has `c i = k`, so the full step coincides there with a rotation about a single centre-of-mass velocity. The previous theorem then applies to each cell.

```lean
/-- For positive masses, the collision step conserves momentum and kinetic energy in every single
cell. -/
theorem collisionStep_conserves_cell {m : ι → ℝ} (hm : ∀ i, 0 < m i) (c : ι → κ)
    (R : κ → E ≃ₗᵢ[ℝ] E) (v : ι → E) (k : κ) :
    momentum m (cell c k) (collisionStep m c R v) = momentum m (cell c k) v ∧
    kineticEnergy m (cell c k) (collisionStep m c R v) = kineticEnergy m (cell c k) v := by
  have h := rotation_conserves hm (cell c k) (R k) v
  have hv : ∀ i ∈ cell c k, collisionStep m c R v i
      = rotateAbout (comVelocity m (cell c k) v) (R k) (v i) := by
    intro i hi
    have hk : c i = k := by simpa [cell] using hi
    simp only [collisionStep, hk]
  constructor
  · refine Eq.trans ?_ h.1
    unfold momentum
    exact Finset.sum_congr rfl fun i hi => by rw [hv i hi]
  · refine Eq.trans ?_ h.2
    unfold kineticEnergy
    exact Finset.sum_congr rfl fun i hi => by rw [hv i hi]
```

The main theorem adds the cells together. Since each particle has exactly one label, a sum over all particles equals the sum over cells of the sums within them; this is `Finset.sum_fiberwise`. The set of labels is now assumed finite, as it is for a finite simulation box.

The theorem concerns the instantaneous velocity update alone. For a mesoscopic fluid simulation, it means that this update, in exact arithmetic, causes no drift in total momentum or kinetic energy; the streaming of particles between collisions and the approach to equilibrium are separate questions.

```lean
/-- For positive masses, the stochastic rotation step with any orthogonal map in each cell
conserves the total momentum and the total kinetic energy of all particles. -/
theorem collisionStep_conserves [Fintype κ] {m : ι → ℝ} (hm : ∀ i, 0 < m i) (c : ι → κ)
    (R : κ → E ≃ₗᵢ[ℝ] E) (v : ι → E) :
    momentum m univ (collisionStep m c R v) = momentum m univ v ∧
    kineticEnergy m univ (collisionStep m c R v) = kineticEnergy m univ v := by
  have h := collisionStep_conserves_cell hm c R v
  -- split the sums over all particles into sums over cells
  have hp : ∀ w : ι → E, ∑ k, momentum m (cell c k) w = momentum m univ w :=
    fun w => Finset.sum_fiberwise univ c (fun i => m i • w i)
  have he : ∀ w : ι → E, ∑ k, kineticEnergy m (cell c k) w = kineticEnergy m univ w :=
    fun w => Finset.sum_fiberwise univ c (fun i => m i / 2 * ‖w i‖ ^ 2)
  exact ⟨(hp _).symm.trans ((Finset.sum_congr rfl fun k _ => (h k).1).trans (hp v)),
    (he _).symm.trans ((Finset.sum_congr rfl fun k _ => (h k).2).trans (he v))⟩
```

## Undoing a collision

The reversal theorem uses momentum conservation cell by cell, since the total alone would not fix each $u_k$. The intermediate fact `hu` says that the centre-of-mass velocity of the particle's cell is the same before and after the first step. Once it is substituted, `R` and its inverse cancel. Both steps use the same assignment `c`; the theorem does not cover a second step with a different assignment, such as one made after particles have moved to other cells.

```lean
/-- For positive masses, a collision step followed by the step with the inverse maps, in the same
cells, restores every velocity. -/
theorem collisionStep_reversible {m : ι → ℝ} (hm : ∀ i, 0 < m i) (c : ι → κ)
    (R : κ → E ≃ₗᵢ[ℝ] E) (v : ι → E) :
    collisionStep m c (fun k => (R k).symm) (collisionStep m c R v) = v := by
  funext i
  -- the centre-of-mass velocity of the cell is the same before and after the first step
  have hu : comVelocity m (cell c (c i)) (collisionStep m c R v)
      = comVelocity m (cell c (c i)) v := by
    unfold comVelocity
    rw [(collisionStep_conserves_cell hm c R v (c i)).1]
  change rotateAbout (comVelocity m (cell c (c i)) (collisionStep m c R v))
    (R (c i)).symm (collisionStep m c R v i) = v i
  rw [hu]
  simp [collisionStep, rotateAbout]
```

## The planar pair in Lean

Angular momentum is taken about the origin, with the real and imaginary parts of a complex number as its Cartesian components.

```lean
/-- The total angular momentum about the origin of particles in the plane, with positions `x`
and velocities `v` written as complex numbers. -/
def angularMomentum (m : ι → ℝ) (x v : ι → ℂ) : ℝ :=
  ∑ i, m i * ((x i).re * (v i).im - (x i).im * (v i).re)
```

The two particles are labelled by `Fin 2`, that is, by 0 and 1.

```lean
/-- Two particles on the real axis, at `1` and `-1`. -/
def pairPosition : Fin 2 → ℂ := ![1, -1]
```

Their velocities are perpendicular to the line that joins them.

```lean
/-- Opposite velocities `i` and `-i` along the imaginary axis. -/
def pairVelocity : Fin 2 → ℂ := ![Complex.I, -Complex.I]
```

The collision is the general `collisionStep`, with unit masses and a single cell label `()`. The map `rotation (Circle.exp θ)` is multiplication by $e^{\mathrm i\theta}$.

```lean
/-- The velocities of the pair, with unit masses and in one common cell, after a collision step
that rotates by the angle `θ`. -/
def pairAfter (θ : ℝ) : Fin 2 → ℂ :=
  collisionStep (fun _ => 1) (fun _ => ()) (fun _ => rotation (Circle.exp θ)) pairVelocity
```

In the proof, `hu` computes the centre-of-mass velocity as zero, and `hv` concludes that each velocity is simply multiplied by $e^{\mathrm i\theta}$. Taking real and imaginary parts then gives $2\cos\theta$, as in the calculation by hand.

```lean
/-- A collision step with rotation angle `θ` takes the angular momentum of the pair
from `2` to `2 cos θ`. -/
theorem pair_angularMomentum (θ : ℝ) :
    angularMomentum (fun _ => 1) pairPosition pairVelocity = 2 ∧
    angularMomentum (fun _ => 1) pairPosition (pairAfter θ) = 2 * Real.cos θ := by
  have hu : comVelocity (fun _ : Fin 2 => (1 : ℝ)) (cell (fun _ => ()) ()) pairVelocity
      = 0 := by
    simp [comVelocity, momentum, cell, pairVelocity, Fin.sum_univ_two]
  -- the pair has no centre-of-mass motion, so its velocities are simply rotated
  have hv : ∀ i, pairAfter θ i = Complex.exp (θ * Complex.I) * pairVelocity i := by
    intro i
    change rotateAbout (comVelocity (fun _ : Fin 2 => (1 : ℝ)) (cell (fun _ => ()) ())
      pairVelocity) (rotation (Circle.exp θ)) (pairVelocity i) = _
    rw [hu]
    simp [rotateAbout, rotation_apply, Circle.coe_exp]
  constructor
  · simp only [angularMomentum, Fin.sum_univ_two]
    norm_num [pairPosition, pairVelocity]
  · simp only [angularMomentum, hv, Fin.sum_univ_two, Complex.mul_re, Complex.mul_im,
      Complex.exp_ofReal_mul_I_re, Complex.exp_ofReal_mul_I_im]
    simp [pairPosition, pairVelocity]
    ring
```

Setting $\theta=\pi/2$ gives the explicit change from 2 to 0. One such example is enough to refute a general conservation law for angular momentum, although particular collisions, such as those with $\theta=0$, may still preserve it.

```lean
/-- A collision step with a quarter turn changes the angular momentum of the pair
from `2` to `0`. -/
theorem quarter_turn_changes_angularMomentum :
    angularMomentum (fun _ => 1) pairPosition pairVelocity = 2 ∧
    angularMomentum (fun _ => 1) pairPosition (pairAfter (Real.pi / 2)) = 0 := by
  have h := pair_angularMomentum (Real.pi / 2)
  rw [Real.cos_pi_div_two, mul_zero] at h
  exact h

end

end StochasticRotationCollision
```

```lean
#print axioms StochasticRotationCollision.collisionStep_conserves
#print axioms StochasticRotationCollision.collisionStep_reversible
#print axioms StochasticRotationCollision.quarter_turn_changes_angularMomentum
```

```
'StochasticRotationCollision.collisionStep_conserves' depends on axioms: [propext, Classical.choice, Quot.sound]
'StochasticRotationCollision.collisionStep_reversible' depends on axioms: [propext, Classical.choice, Quot.sound]
'StochasticRotationCollision.quarter_turn_changes_angularMomentum' depends on axioms: [propext, Classical.choice, Quot.sound]
```
